# The Fermi function has poles at the Matsubara energies, each with residue −kT

Let $\mu$ be a real chemical potential and $kT>0$ a thermal energy, treated as a single real number. For complex $z$ put
$$D(z)=e^{(z-\mu)/kT}+1,\qquad f(z)=\frac1{D(z)} .$$
The denominator $D$ vanishes exactly at the Matsubara energies $z_n=\mu+i(2n-1)\pi kT$, with $n$ an integer, and $(z-z_n)f(z)\to-kT$ as $z\to z_n$. For real $E$ and integer $N$, $f(E+2\pi i NkT)=f(E)$, and this value lies in $(0,1)$.

In Green-function electronic structure methods such as multiple scattering theory, these facts serve to move an energy integral of $f$ times a Green function off the real axis. The integral evaluated below is the elementary one, around a single pole, for a scalar function assumed holomorphic near it.

## Poles, periods and the integral around one pole

**Zeros.** $D(z)=0$ means $e^{(z-\mu)/kT}=-1=e^{-i\pi}$. Two exponentials agree exactly when their exponents differ by a multiple of $2\pi i$, so $(z-\mu)/kT=-i\pi+2\pi i n$, which is $z=z_n$.

**Residue.** Differentiation gives $D'=e^{(z-\mu)/kT}/kT=(D-1)/kT$, hence $D'(z_n)=-1/kT$. Since $D(z_n)=0$,
$$(z-z_n)f(z)=\left[\frac{D(z)-D(z_n)}{z-z_n}\right]^{-1}\to\frac1{D'(z_n)}=-kT .$$

**Derivative of $f$.** Where $D\neq0$,
$$kT f'=-\frac{kT\,D'}{D^2}=-\frac{D-1}{D^2}=-f(1-f).$$

**Periods.** Suppose $f(z+w)=f(z)$ for all $z$. At $z=\mu$ this reads $1/(e^{w/kT}+1)=1/2$, so $e^{w/kT}=1$ and $w=2\pi iNkT$ for some integer $N$. Conversely, such a $w$ multiplies the exponential in $D$ by $e^{2\pi iN}=1$.

**Values on the shifted lines.** By periodicity they are the values on the real axis. There $x=e^{(E-\mu)/kT}$ is positive, so $0<1/(x+1)<1$. The value exceeds $1/2$ exactly when $x<1$, that is, when $E<\mu$.

**Enclosed poles.** The condition $0<(2n-1)\pi kT<2\pi NkT$ is $0<2n-1<2N$, which for integers means $1\le n\le N$.

**Integral around one pole.** Let $G$ be holomorphic on the closed disc of radius $R$ about $z_n$, with $0<R<2\pi kT$. Any other pole $z_m$ has distance $2\pi kT|m-n|\ge2\pi kT>R$ from $z_n$, so it lies outside the disc. Define $F(z)=(z-z_n)f(z)G(z)$ for $z\ne z_n$ and $F(z_n)=-kT\,G(z_n)$. By the residue limit $F$ is continuous at $z_n$, and it is differentiable elsewhere on the disc. Cauchy's formula, with the circle traversed anticlockwise, gives
$$\oint fG\,dz=\oint\frac{F(z)}{z-z_n}\,dz=2\pi i\,F(z_n)=-2\pi i\,kT\,G(z_n).$$

## The complex functions and the real occupation

```lean
import Mathlib

open Filter Topology Complex

namespace FermiContour

noncomputable section
```

The definitions take `μ` and `kT` as real numbers and embed them in the complex plane where needed. `denom` is $D$.

```lean
/-- The denominator `exp((z - μ)/kT) + 1` of the Fermi function at complex energy `z`,
for `kT ≠ 0`. -/
def denom (μ kT : ℝ) (z : ℂ) : ℂ := Complex.exp ((z - μ) / kT) + 1
```

`fermi` is $f$. Lean sets $1/0=0$, so `fermi` has the value 0 at a pole; the residue is therefore stated as a limit through other points.

```lean
/-- The Fermi function at complex energy `z`, for `kT ≠ 0` and away from the zeros of
its denominator. -/
def fermi (μ kT : ℝ) (z : ℂ) : ℂ := 1 / denom μ kT z
```

`pole μ kT n` is $z_n$. With this numbering $n=1$ is the first pole above the real axis and $n=0$ the first below.

```lean
/-- The Matsubara energy `μ + i (2n - 1) π kT`. -/
def pole (μ kT : ℝ) (n : ℤ) : ℂ := μ + (2 * (n : ℂ) - 1) * Real.pi * kT * I
```

The physical occupation of a level is a separate, real-valued function, to be identified with $f$ on the axis later.

```lean
/-- The Fermi occupation of a level at real energy `E`, for `kT ≠ 0`. -/
def occupation (μ kT E : ℝ) : ℝ := 1 / (Real.exp ((E - μ) / kT) + 1)
```

## Zeros and residues

The next theorem says that $D(z)=0$ if and only if $z$ is some $z_n$. The hypothesis `0 < kT` stands for a finite temperature, or a finite Fermi smearing. The proof writes $-1$ as $e^{-i\pi}$ and applies `Complex.exp_eq_exp_iff_exists_int`, the criterion for equal exponentials; what remains is to solve for $z$.

```lean
/-- For `kT > 0` the denominator of the Fermi function vanishes exactly at the
Matsubara energies. -/
theorem denom_eq_zero_iff {μ kT : ℝ} (hkT : 0 < kT) (z : ℂ) :
    denom μ kT z = 0 ↔ ∃ n : ℤ, z = pole μ kT n := by
  have hk : (kT : ℂ) ≠ 0 := by exact_mod_cast hkT.ne'
  have h1 : Complex.exp (-(Real.pi * I)) = -1 := by
    rw [Complex.exp_neg, Complex.exp_pi_mul_I]; norm_num
  -- compare the exponential with exp(-iπ) = -1
  rw [denom, ← eq_neg_iff_add_eq_zero, ← h1, Complex.exp_eq_exp_iff_exists_int]
  refine exists_congr fun n => ?_
  rw [div_eq_iff hk, pole]
  constructor <;> intro h <;> linear_combination h
```

The derivative of $D$ comes from the chain rule and is then rewritten in terms of $D$ itself.

```lean
/-- The denominator `D` of the Fermi function has the derivative `(D - 1)/kT`. -/
theorem hasDerivAt_denom (μ kT : ℝ) (z : ℂ) :
    HasDerivAt (denom μ kT) ((denom μ kT z - 1) / kT) z := by
  have h := (((hasDerivAt_id' z).sub_const (μ : ℂ)).div_const (kT : ℂ)).cexp.add_const (1 : ℂ)
  exact h.congr_deriv (by simp [denom, div_eq_mul_inv])
```

The quotient rule now gives both differentiability of $f$ and the identity $kTf'=-f(1-f)$, at every point where $D\ne0$.

```lean
/-- For `kT > 0`, wherever its denominator is nonzero, the Fermi function is complex
differentiable and satisfies `kT f' = -f (1 - f)`. -/
theorem fermi_deriv {μ kT : ℝ} (hkT : 0 < kT) {z : ℂ} (hz : denom μ kT z ≠ 0) :
    DifferentiableAt ℂ (fermi μ kT) z ∧
      kT * deriv (fermi μ kT) z = -(fermi μ kT z * (1 - fermi μ kT z)) := by
  have hk : (kT : ℂ) ≠ 0 := by exact_mod_cast hkT.ne'
  have hf : HasDerivAt (fermi μ kT)
      (-((denom μ kT z - 1) / kT) / denom μ kT z ^ 2) z :=
    ((hasDerivAt_const z (1 : ℂ)).fun_div (hasDerivAt_denom μ kT z) hz).congr_deriv (by simp)
  refine ⟨hf.differentiableAt, ?_⟩
  rw [hf.deriv, fermi]
  field_simp
```

In `fermi_residue`, the next theorem, `𝓝[≠]` expresses that $z$ approaches $z_n$ without being equal to it. `hasDerivAt_iff_tendsto_slope` turns the derivative into the limit of the difference quotient, and `inv₀` inverts that limit, which is allowed because $-1/kT\neq0$.

```lean
/-- For `kT > 0` the denominator vanishes at each Matsubara energy `z_n`, and
`(z - z_n) f(z)` tends to `-kT` as `z` approaches `z_n`. -/
theorem fermi_residue {μ kT : ℝ} (hkT : 0 < kT) (n : ℤ) :
    denom μ kT (pole μ kT n) = 0 ∧
      Tendsto (fun z => (z - pole μ kT n) * fermi μ kT z)
        (𝓝[≠] (pole μ kT n)) (𝓝 (-(kT : ℂ))) := by
  have hp : denom μ kT (pole μ kT n) = 0 := (denom_eq_zero_iff hkT _).2 ⟨n, rfl⟩
  refine ⟨hp, ?_⟩
  -- the inverse difference quotient of the denominator is (z - z_n) f(z)
  have hs := (hasDerivAt_iff_tendsto_slope.1 (hasDerivAt_denom μ kT (pole μ kT n))).inv₀
    (by rw [hp]; simp [hkT.ne'])
  have hlim : ((denom μ kT (pole μ kT n) - 1) / (kT : ℂ))⁻¹ = -kT := by
    rw [hp, zero_sub, inv_div, div_neg, div_one]
  rw [hlim] at hs
  refine hs.congr fun z => ?_
  simp only [slope_def_field, hp, sub_zero, inv_div, fermi, mul_one_div]
```

## Periodicity and the shifted lines

The period theorem is an equivalence: the stated multiples are periods, and there are no others. The first half of the proof evaluates the relation at $\mu$, and the second splits the shifted exponential into a product.

```lean
/-- For `kT > 0` the periods of the Fermi function are exactly the integer multiples
of `2πi kT`. -/
theorem fermi_period_iff {μ kT : ℝ} (hkT : 0 < kT) (w : ℂ) :
    (∀ z, fermi μ kT (z + w) = fermi μ kT z) ↔
      ∃ N : ℤ, w = 2 * Real.pi * N * kT * I := by
  have hk : (kT : ℂ) ≠ 0 := by exact_mod_cast hkT.ne'
  constructor
  · intro h
    -- at z = μ the relation reads exp(w/kT) = 1
    have h1 := h μ
    simp only [fermi, denom, one_div, inv_inj, add_left_inj, add_sub_cancel_left, sub_self,
      zero_div, Complex.exp_zero] at h1
    obtain ⟨N, hN⟩ := Complex.exp_eq_one_iff.1 h1
    rw [div_eq_iff hk] at hN
    exact ⟨N, by linear_combination hN⟩
  · rintro ⟨N, rfl⟩ z
    have h1 : (z + 2 * Real.pi * N * kT * I - μ) / kT
        = (z - μ) / kT + N * (2 * Real.pi * I) := by
      rw [div_eq_iff hk, add_mul, div_mul_cancel₀ _ hk]; ring
    have h2 : Complex.exp (N * (2 * Real.pi * I)) = 1 := Complex.exp_eq_one_iff.2 ⟨N, rfl⟩
    simp only [fermi, denom]
    rw [h1, Complex.exp_add, h2, mul_one]
```

The following theorem collects five statements for real `E` and integer `N`: the shifted value equals the value on the axis, that value is the real `occupation`, the occupation is above 0 and below 1, and it exceeds one half exactly for $E<\mu$. The first is an instance of the period theorem; the bounds 0 and 1 follow from the positivity of the real exponential, and the comparison with one half from its strict monotonicity.

```lean
/-- For `kT > 0` the Fermi function on the line shifted by `2πi N kT` equals the real
occupation at `E`, which lies in `(0,1)` and exceeds one half exactly when `E < μ`. -/
theorem fermi_shifted_line {μ kT : ℝ} (hkT : 0 < kT) (E : ℝ) (N : ℤ) :
    fermi μ kT (E + 2 * Real.pi * N * kT * I) = fermi μ kT E ∧
      fermi μ kT E = (occupation μ kT E : ℂ) ∧
      0 < occupation μ kT E ∧ occupation μ kT E < 1 ∧
      (1 / 2 < occupation μ kT E ↔ E < μ) := by
  have he := Real.exp_pos ((E - μ) / kT)
  have h1 : Real.exp ((E - μ) / kT) < 1 ↔ E < μ := by
    rw [← Real.exp_zero, Real.exp_lt_exp, div_lt_iff₀ hkT, zero_mul, sub_neg]
  refine ⟨(fermi_period_iff hkT _).2 ⟨N, rfl⟩ E, by simp [fermi, denom, occupation], ?_, ?_, ?_⟩
  · unfold occupation; positivity
  · unfold occupation
    rw [div_lt_one (by positivity)]; linarith
  · unfold occupation
    rw [← h1, div_lt_div_iff₀ (by norm_num) (by positivity)]
    constructor <;> intro h <;> linarith
```

For $N\ge1$ the next theorem identifies the $N$ poles strictly between the real axis and the line $\operatorname{Im}z=2\pi NkT$. For $N\le0$ both sides of the equivalence are false. The proof computes the imaginary part of $z_n$, divides out $\pi kT>0$ and leaves the integer inequalities to `omega`.

```lean
/-- For `kT > 0` the Matsubara energies that lie strictly above the real axis and strictly below the
line `Im z = 2πN kT` are those with `1 ≤ n ≤ N`. -/
theorem pole_enclosed_iff {μ kT : ℝ} (hkT : 0 < kT) (n N : ℤ) :
    (0 < (pole μ kT n).im ∧ (pole μ kT n).im < 2 * Real.pi * N * kT) ↔ 1 ≤ n ∧ n ≤ N := by
  have hc : 0 < Real.pi * kT := mul_pos Real.pi_pos hkT
  have hp : pole μ kT n = (μ : ℂ) + (((2 * (n : ℝ) - 1) * Real.pi * kT : ℝ) : ℂ) * I := by
    simp [pole]
  have him : (pole μ kT n).im = (2 * (n : ℝ) - 1) * Real.pi * kT := by
    rw [hp]
    simp only [Complex.add_im, Complex.mul_im, Complex.ofReal_im, Complex.ofReal_re,
      Complex.I_im, Complex.I_re, mul_one, mul_zero, add_zero, zero_add]
  rw [him]
  constructor
  · rintro ⟨h1, h2⟩
    have a : (0 : ℝ) < 2 * n - 1 := lt_of_mul_lt_mul_right
      (by linarith : (0 : ℝ) * (Real.pi * kT) < (2 * n - 1) * (Real.pi * kT)) hc.le
    have b : (2 * n - 1 : ℝ) < 2 * N := lt_of_mul_lt_mul_right
      (by linarith : (2 * n - 1 : ℝ) * (Real.pi * kT) < 2 * N * (Real.pi * kT)) hc.le
    have a' : (0 : ℤ) < 2 * n - 1 := by exact_mod_cast a
    have b' : 2 * n - 1 < 2 * N := by exact_mod_cast b
    omega
  · rintro ⟨h1, h2⟩
    have a : (0 : ℝ) < 2 * n - 1 := by exact_mod_cast (by omega : (0 : ℤ) < 2 * n - 1)
    have b : (2 * n - 1 : ℝ) < 2 * N := by exact_mod_cast (by omega : 2 * n - 1 < 2 * N)
    constructor
    · nlinarith [mul_pos a hc]
    · nlinarith [mul_lt_mul_of_pos_right b hc]
```

## Cauchy's formula at a single pole

`hG` requires $G$ to be complex differentiable at every point of the closed disc, boundary included. For a Green function this is an assumption about where its singularities lie: the pole $z_1$ is only $\pi kT$ above the real axis, so a disc about it that is to avoid the axis needs $R<\pi kT$. Positivity of $kT$ is deduced from the bounds on $R$.

In the proof, `hne` excludes the other poles from the disc, and `Function.update` builds $F$ by inserting the limit at the centre. `hFc` proves continuity there from the limit in `fermi_residue`, and `hdiff` gives differentiability elsewhere. The version of Cauchy's formula used here permits a countable exceptional set, in this case the centre alone. Finally, `hE` replaces $fG$ by $F/(z-z_n)$ on the circle.

```lean
/-- If `G` is holomorphic on a closed disc about the Matsubara energy `z_n` with radius
`0 < R < 2π kT`, the integral of `f G` around its boundary is `-2πi kT G(z_n)`. -/
theorem circleIntegral_fermi_mul {μ kT R : ℝ} (n : ℤ) (hR : 0 < R)
    (hR2 : R < 2 * Real.pi * kT) {G : ℂ → ℂ}
    (hG : ∀ z ∈ Metric.closedBall (pole μ kT n) R, DifferentiableAt ℂ G z) :
    (∮ z in C(pole μ kT n, R), fermi μ kT z * G z)
      = -(2 * Real.pi * I * kT * G (pole μ kT n)) := by
  have hpos : 0 < 2 * Real.pi * kT := hR.trans hR2
  have hkT : 0 < kT := by
    by_contra h
    nlinarith [mul_nonneg Real.pi_pos.le (neg_nonneg.2 (not_lt.1 h))]
  -- no other pole lies in the disc
  have hne : ∀ z ∈ Metric.closedBall (pole μ kT n) R, z ≠ pole μ kT n →
      denom μ kT z ≠ 0 := by
    intro z hz hzp h0
    obtain ⟨m, rfl⟩ := (denom_eq_zero_iff hkT z).1 h0
    have hmn : m ≠ n := fun h => hzp (by rw [h])
    have hd : pole μ kT m - pole μ kT n
        = ((((m : ℝ) - n) * (2 * Real.pi * kT) : ℝ) : ℂ) * I := by
      unfold pole; push_cast; ring
    rw [Metric.mem_closedBall, dist_eq_norm, hd, norm_mul, Complex.norm_I, mul_one,
      Complex.norm_real, Real.norm_eq_abs, abs_mul, abs_of_pos hpos] at hz
    have h1 : (1 : ℝ) ≤ |(m : ℝ) - n| := by
      exact_mod_cast Int.one_le_abs (sub_ne_zero.2 hmn)
    nlinarith [mul_le_mul_of_nonneg_right h1 hpos.le]
  -- remove the singularity of (z - z_n) f G by inserting its limit
  let F : ℂ → ℂ := Function.update (fun z => (z - pole μ kT n) * fermi μ kT z * G z)
    (pole μ kT n) (-(kT : ℂ) * G (pole μ kT n))
  have hdiff : ∀ z ∈ Metric.closedBall (pole μ kT n) R, z ≠ pole μ kT n →
      DifferentiableAt ℂ F z := by
    intro z hz hzp
    have h := ((differentiableAt_id.sub_const (pole μ kT n)).mul
      (fermi_deriv hkT (hne z hz hzp)).1).mul (hG z hz)
    refine h.congr_of_eventuallyEq ?_
    filter_upwards [isOpen_ne.mem_nhds hzp] with w hw
    exact Function.update_of_ne hw _ _
  have hFc : ContinuousAt F (pole μ kT n) :=
    continuousAt_update_same.2 ((fermi_residue hkT n).2.mul
      ((hG _ (Metric.mem_closedBall_self hR.le)).continuousAt.tendsto.mono_left
        nhdsWithin_le_nhds))
  have hC : ContinuousOn F (Metric.closedBall (pole μ kT n) R) := by
    intro z hz
    by_cases h : z = pole μ kT n
    · rw [h]; exact hFc.continuousWithinAt
    · exact (hdiff z hz h).continuousAt.continuousWithinAt
  -- Cauchy's integral formula for F
  have hI := Complex.circleIntegral_sub_inv_smul_of_differentiable_on_off_countable
    (Set.countable_singleton (pole μ kT n)) (Metric.mem_ball_self hR) hC
    (fun z hz => hdiff z (Metric.ball_subset_closedBall hz.1) (fun h => hz.2 h))
  have hE : (∮ z in C(pole μ kT n, R), fermi μ kT z * G z)
      = ∮ z in C(pole μ kT n, R), (z - pole μ kT n)⁻¹ • F z := by
    refine circleIntegral.integral_congr hR.le fun z hz => ?_
    have hzp : z ≠ pole μ kT n := Metric.ne_of_mem_sphere hz hR.ne'
    have hF : F z = (z - pole μ kT n) * fermi μ kT z * G z := Function.update_of_ne hzp _ _
    change fermi μ kT z * G z = (z - pole μ kT n)⁻¹ • F z
    rw [hF, smul_eq_mul, mul_assoc, inv_mul_cancel_left₀ (sub_ne_zero.2 hzp)]
  have hFp : F (pole μ kT n) = -(kT : ℂ) * G (pole μ kT n) := Function.update_self _ _ _
  rw [hE, hI, hFp, smul_eq_mul]
  ring

end

end FermiContour
```

```lean
#print axioms FermiContour.fermi_residue
#print axioms FermiContour.fermi_shifted_line
#print axioms FermiContour.pole_enclosed_iff
#print axioms FermiContour.circleIntegral_fermi_mul
```

```
'FermiContour.fermi_residue' depends on axioms: [propext, Classical.choice, Quot.sound]
'FermiContour.fermi_shifted_line' depends on axioms: [propext, Classical.choice, Quot.sound]
'FermiContour.pole_enclosed_iff' depends on axioms: [propext, Classical.choice, Quot.sound]
'FermiContour.circleIntegral_fermi_mul' depends on axioms: [propext, Classical.choice, Quot.sound]
```
